# Doubly degenerate occupations in [0,1] with an integer sum per spin come from a pure electron-pair state

## Can one wavefunction realise every such set of occupations?

Take $m$ spatial orbitals and numbers $n_k\in[0,1]$ with $\sum_k n_k=M$, an integer. I believe there is always a normalised pure state of $M$ electron pairs in which both spin orbitals of orbital $k$ have occupation $n_k$. An ensemble seems natural for fractional occupations, but I want a single wavefunction, with a diagonal one-body density matrix. Can this be made rigorous and checked in Lean, down to the fermionic signs?

## Yes: the bounds and the pair count are necessary and sufficient

Such a state exists exactly when $0\le n_k\le1$ for all $k$ and $\sum_k n_k=M$. Here a state of $M$ electron pairs means a superposition of determinants in which $M$ spatial orbitals are doubly occupied and the others are empty. The amplitudes can be taken real.

In density-matrix functional theory with a finite orbital basis and doubly degenerate occupations, a search over occupations that respects these conditions therefore stays within the pure-state domain.

### From pair configurations to occupations

Let $|S\rangle$ be the determinant in which every spatial orbital in the set $S$ is doubly occupied, and let
$$\Psi=\sum_S c_S|S\rangle,\qquad c_S=0\ \text{unless}\ |S|=M,\qquad \sum_S c_S^2=1.$$
For spin orbitals $p,q$, define $\gamma_{pq}=\langle a_p\Psi|a_q\Psi\rangle$.

On the diagonal the fermionic sign is squared away. For either spin of orbital $k$, the element is $\sum_{S\ni k}c_S^2$.

Now let $p\ne q$. A configuration $T$ contributes to $\gamma_{pq}$ only if $p,q\notin T$ and both $T\cup\{p\}$ and $T\cup\{q\}$ are fully paired. The first requires the spin partner of $p$ to lie in $T$. The second then requires $p\in T\cup\{q\}$, which is impossible. Hence $\gamma_{pq}=0$.

If the diagonal elements are $n_k$, positivity and normalisation give $0\le n_k\le1$, and counting pairs gives
$$\sum_k n_k=\sum_S |S|\,c_S^2=M.$$

### From occupations to amplitudes

For the converse, we first find weights $w_S\ge0$ on $M$-element sets with $\sum_S w_S=1$ and $\sum_{S\ni k}w_S=n_k$. We use induction on the number of fractional occupations, those with $0<n_k<1$.

- **None.** The orbitals with $n_k=1$ form a set of $M$ elements, which receives weight 1.
- **Exactly one.** The other occupations add up to an integer, so the total would not be an integer. This case cannot occur.
- **At least two**, say at $i\ne j$. Let $e_k$ be the occupation vector with 1 at $k$ and 0 elsewhere, and set
$$a=\min(1-n_i,n_j),\qquad b=\min(1-n_j,n_i),$$
$$n^+=n+a(e_i-e_j),\qquad n^-=n+b(e_j-e_i).$$

Both $a$ and $b$ are positive. Each new vector keeps the sum and the bounds, and has fewer fractional entries because $i$ or $j$ has reached 0 or 1. By induction both vectors have weights. Since
$$\frac{b}{a+b}\,n^++\frac{a}{a+b}\,n^-=n+\frac{ab-ab}{a+b}(e_i-e_j)=n,$$
mixing those weights in the same proportion gives weights for $n$.

Finally, put $c_S=\sqrt{w_S}$. The ensemble probabilities become squared amplitudes of one pure state, and the off-diagonal elements vanish as shown above.

### A half-filled orbital shows the role of the integer sum

Take one orbital with $n_1=\tfrac12$. The bounds hold, but the sum is not an integer. A state with a fixed number of pairs has either $M=0$ and occupation 0, or $M=1$ and occupation 1, so $\tfrac12$ is unattainable.

### How the Lean statement encodes the state

The final theorem is `pair_state_representability`. The finite type `ι` labels spatial orbitals, and `ι × Bool` labels spin orbitals. A Fock-space state is a real function on finite sets of spin orbitals. The linear order on `ι` fixes the order of the spin orbitals, which `fermiSign` uses to count the occupied ones before the one removed by `annihilate`.

`doubled S` fills both spins of each orbital in `S`, `pairState c` is $\Psi$, and `oneRDM` is $\gamma$. On the left of the equivalence, `c` vanishes off `M`-element sets, $\Psi$ is normalised, and $\gamma_{pq}$ equals `n p.1` for `p = q` and zero otherwise. On the right are the bounds and the sum rule.

The orbital basis is finite and fixed. No Hamiltonian enters, so the theorem does not say that the constructed state is a ground state, and it does not claim that the amplitudes are unique.

```lean
import Mathlib

open Finset

namespace PairStateRepresentability

noncomputable section

variable {ι : Type*} [Fintype ι] [LinearOrder ι]

/-- Weights `w` on sets of `M` doubly occupied orbitals form an ensemble with occupations `n`. -/
def IsPairEnsemble (M : ℕ) (w : Finset ι → ℝ) (n : ι → ℝ) : Prop :=
  (∀ S, 0 ≤ w S) ∧ (∀ S, S.card ≠ M → w S = 0) ∧ ∑ S, w S = 1 ∧
    ∀ k, ∑ S with k ∈ S, w S = n k

/-- The orbitals whose occupation lies strictly between 0 and 1. -/
def fractional (n : ι → ℝ) : Finset ι := univ.filter (fun k => 0 < n k ∧ n k < 1)

/-- Occupations after moving the amount `a` from orbital `j` to orbital `i`. -/
def transfer (n : ι → ℝ) (i j : ι) (a : ℝ) : ι → ℝ :=
  fun k => n k + a * ((if k = i then 1 else 0) - (if k = j then 1 else 0))

/-- The spin orbitals filled when every spatial orbital in `S` is doubly occupied. -/
def doubled (S : Finset ι) : Finset (ι × Bool) := S ×ˢ univ

/-- The pair state: the superposition of doubly occupied configurations `S` with amplitudes
`c S`. -/
def pairState (c : Finset ι → ℝ) : Finset (ι × Bool) → ℝ :=
  fun T => ∑ S, if doubled S = T then c S else 0

/-- The fermionic sign from moving past the occupied spin orbitals that precede `q`. -/
def fermiSign (q : ι × Bool) (S : Finset (ι × Bool)) : ℝ :=
  (-1) ^ (S.filter (fun r => toLex r < toLex q)).card

/-- The annihilation operator of spin orbital `q` acting on a Fock-space state. -/
def annihilate (q : ι × Bool) (Ψ : Finset (ι × Bool) → ℝ) : Finset (ι × Bool) → ℝ :=
  fun S => if q ∈ S then 0 else fermiSign q S * Ψ (insert q S)

/-- The one-body density matrix of a real state, the overlap of `a_p Ψ` with `a_q Ψ`. -/
def oneRDM (Ψ : Finset (ι × Bool) → ℝ) (p q : ι × Bool) : ℝ :=
  ∑ S, annihilate p Ψ S * annihilate q Ψ S

omit [Fintype ι] [LinearOrder ι] in
/-- Occupations that are all 0 or 1 add up to the number of filled orbitals. -/
theorem sum_integer_occupations (s : Finset ι) (n : ι → ℝ)
    (h : ∀ k ∈ s, n k = 0 ∨ n k = 1) :
    ∑ k ∈ s, n k = ((s.filter (fun k => n k = 1)).card : ℝ) := by
  rw [← Finset.sum_boole]
  refine Finset.sum_congr rfl fun k hk => ?_
  rcases h k hk with h | h <;> simp [h]

/-- Mixing two pair ensembles mixes their occupations in the same proportion. -/
theorem IsPairEnsemble.mix {M : ℕ} {w v : Finset ι → ℝ} {x y : ι → ℝ}
    (hw : IsPairEnsemble M w x) (hv : IsPairEnsemble M v y) {s t : ℝ}
    (hs : 0 ≤ s) (ht : 0 ≤ t) (hst : s + t = 1) :
    IsPairEnsemble M (fun S => s * w S + t * v S) (fun k => s * x k + t * y k) := by
  obtain ⟨w0, wM, w1, wn⟩ := hw
  obtain ⟨v0, vM, v1, vn⟩ := hv
  refine ⟨fun S => add_nonneg (mul_nonneg hs (w0 S)) (mul_nonneg ht (v0 S)),
    fun S hS => by simp [wM S hS, vM S hS], ?_, fun k => ?_⟩
  · rw [Finset.sum_add_distrib, ← Finset.mul_sum, ← Finset.mul_sum, w1, v1]
    linarith
  · rw [Finset.sum_add_distrib, ← Finset.mul_sum, ← Finset.mul_sum, wn, vn]

/-- Between two fractionally occupied orbitals some charge can be transferred so that all
occupations stay in [0,1] and fewer of them are fractional. -/
theorem exists_transfer {n : ι → ℝ} (hn : ∀ k, 0 ≤ n k ∧ n k ≤ 1) {i j : ι} (hij : i ≠ j)
    (hi : 0 < n i ∧ n i < 1) (hj : 0 < n j ∧ n j < 1) :
    ∃ a > 0, (∀ k, 0 ≤ transfer n i j a k ∧ transfer n i j a k ≤ 1) ∧
      (fractional (transfer n i j a)).card < (fractional n).card := by
  obtain ⟨hi0, hi1⟩ := hi
  obtain ⟨hj0, hj1⟩ := hj
  -- transfer until `i` is full or `j` is empty
  obtain ⟨a, ha, hai, haj, hor⟩ :
      ∃ a, 0 < a ∧ a ≤ 1 - n i ∧ a ≤ n j ∧ (a = 1 - n i ∨ a = n j) := by
    rcases le_total (1 - n i) (n j) with h | h
    · exact ⟨1 - n i, by linarith, le_rfl, h, Or.inl rfl⟩
    · exact ⟨n j, hj0, h, le_rfl, Or.inr rfl⟩
  have ti : transfer n i j a i = n i + a := by simp [transfer, hij]
  have tj : transfer n i j a j = n j - a := by
    simp [transfer, hij.symm, sub_eq_add_neg]
  have tk : ∀ k, k ≠ i → k ≠ j → transfer n i j a k = n k := by
    intro k h1 h2
    simp [transfer, h1, h2]
  refine ⟨a, ha, fun k => ?_, Finset.card_lt_card ?_⟩
  · by_cases h1 : k = i
    · subst h1; rw [ti]; constructor <;> linarith
    by_cases h2 : k = j
    · subst h2; rw [tj]; constructor <;> linarith
    rw [tk k h1 h2]; exact hn k
  · have hsub : fractional (transfer n i j a) ⊆ fractional n := by
      intro k hk
      simp only [fractional, mem_filter, mem_univ, true_and] at hk ⊢
      by_cases h1 : k = i
      · subst h1; exact ⟨hi0, hi1⟩
      by_cases h2 : k = j
      · subst h2; exact ⟨hj0, hj1⟩
      rwa [tk k h1 h2] at hk
    refine (Finset.ssubset_iff_of_subset hsub).2 ?_
    rcases hor with h | h
    · refine ⟨i, by simp [fractional, hi0, hi1], fun hk => ?_⟩
      simp only [fractional, mem_filter, mem_univ, true_and] at hk
      rw [ti] at hk; linarith [hk.2]
    · refine ⟨j, by simp [fractional, hj0, hj1], fun hk => ?_⟩
      simp only [fractional, mem_filter, mem_univ, true_and] at hk
      rw [tj] at hk; linarith [hk.1]

/-- Occupations in [0,1] with sum `M` are those of an ensemble of `M`-pair configurations. -/
theorem exists_pairEnsemble (M : ℕ) (n : ι → ℝ) (hn : ∀ k, 0 ≤ n k ∧ n k ≤ 1)
    (hM : ∑ k, n k = M) : ∃ w, IsPairEnsemble M w n := by
  have key : ∀ d : ℕ, ∀ n : ι → ℝ, (fractional n).card = d →
      (∀ k, 0 ≤ n k ∧ n k ≤ 1) → ∑ k, n k = M → ∃ w, IsPairEnsemble M w n := by
    intro d
    induction d using Nat.strong_induction_on with
    | _ d ih =>
      intro n hd hn hM
      have hint : ∀ k, ¬ (0 < n k ∧ n k < 1) → n k = 0 ∨ n k = 1 := by
        intro k hk
        rcases (hn k).1.eq_or_lt with h | h
        · exact Or.inl h.symm
        · exact Or.inr (le_antisymm (hn k).2 (not_lt.1 fun h' => hk ⟨h, h'⟩))
      by_cases hf : ∃ i, 0 < n i ∧ n i < 1
      · obtain ⟨i, hi⟩ := hf
        by_cases hg : ∃ j, i ≠ j ∧ 0 < n j ∧ n j < 1
        · -- two fractional orbitals: mix the two opposite transfers
          obtain ⟨j, hij, hj⟩ := hg
          obtain ⟨a, ha, hna, hca⟩ := exists_transfer hn hij hi hj
          obtain ⟨b, hb, hnb, hcb⟩ := exists_transfer hn hij.symm hj hi
          have hsum : ∀ (i j : ι) (a : ℝ), ∑ k, transfer n i j a k = M := by
            intro i j a
            rw [← hM]
            simp [transfer, Finset.sum_add_distrib, ← Finset.mul_sum,
              Finset.sum_sub_distrib]
          obtain ⟨w, hw⟩ := ih _ (hd ▸ hca) _ rfl hna (hsum i j a)
          obtain ⟨v, hv⟩ := ih _ (hd ▸ hcb) _ rfl hnb (hsum j i b)
          have hab : 0 < a + b := add_pos ha hb
          have h1 : b / (a + b) + a / (a + b) = 1 := by
            rw [← add_div, add_comm b a, div_self hab.ne']
          have h2 : b / (a + b) * a = a / (a + b) * b := by ring
          have hmix := hw.mix hv (div_pos hb hab).le (div_pos ha hab).le h1
          have he : (fun k => b / (a + b) * transfer n i j a k
              + a / (a + b) * transfer n j i b k) = n := by
            funext k
            simp only [transfer]
            linear_combination (n k) * h1 +
              ((if k = i then (1 : ℝ) else 0) - (if k = j then 1 else 0)) * h2
          rw [he] at hmix
          exact ⟨_, hmix⟩
        · -- a single fractional orbital contradicts the integer total
          exfalso
          have hs := sum_integer_occupations (univ.erase i) n fun j hj =>
            hint j fun h => hg ⟨j, (Finset.ne_of_mem_erase hj).symm, h⟩
          have ht := Finset.add_sum_erase univ n (mem_univ i)
          rw [hs, hM] at ht
          generalize ((univ.erase i).filter (fun k => n k = 1)).card = K at ht
          have h1 : (K : ℝ) < M := by linarith [hi.1]
          have h2 : (M : ℝ) < K + 1 := by linarith [hi.2]
          have h3 : K < M := by exact_mod_cast h1
          have h4 : M < K + 1 := by exact_mod_cast h2
          omega
      · -- no fractional orbital: a single configuration
        have h01 : ∀ k, n k = 0 ∨ n k = 1 := fun k => hint k fun h => hf ⟨k, h⟩
        have hs := sum_integer_occupations univ n fun k _ => h01 k
        have hc : (univ.filter (fun k => n k = 1)).card = M := by
          rw [hM] at hs; exact_mod_cast hs.symm
        refine ⟨fun S => if S = univ.filter (fun k => n k = 1) then 1 else 0,
          fun S => ?_, fun S hS => ?_, ?_, fun k => ?_⟩
        · dsimp only; split_ifs <;> norm_num
        · have hne : ¬ S = univ.filter (fun k => n k = 1) := by
            intro h
            apply hS
            rw [h]
            exact hc
          exact if_neg hne
        · simp
        · rw [Finset.sum_ite_eq']
          rcases h01 k with h | h <;> simp [h]
  exact key _ n rfl hn hM

/-- Occupations in [0,1] with sum `M` come from normalised real amplitudes on `M`-element
sets of orbitals. -/
theorem exists_pair_amplitudes (M : ℕ) (n : ι → ℝ) (hn : ∀ k, 0 ≤ n k ∧ n k ≤ 1)
    (hM : ∑ k, n k = M) :
    ∃ c : Finset ι → ℝ, (∀ S, S.card ≠ M → c S = 0) ∧ ∑ S, c S ^ 2 = 1 ∧
      ∀ k, ∑ S with k ∈ S, c S ^ 2 = n k := by
  obtain ⟨w, w0, wM, w1, wn⟩ := exists_pairEnsemble M n hn hM
  have hsq : ∀ S, Real.sqrt (w S) ^ 2 = w S := fun S => Real.sq_sqrt (w0 S)
  refine ⟨fun S => Real.sqrt (w S), fun S hS => by simp [wM S hS], ?_, fun k => ?_⟩
  · simp only [hsq]; exact w1
  · simp only [hsq]; exact wn k

/-- The total squared amplitude of a pair state on a family `A` of configurations is the sum of `c S
^ 2` over the doubly occupied configurations in `A`. -/
theorem sum_pairState_sq (c : Finset ι → ℝ) (A : Finset (Finset (ι × Bool))) :
    ∑ T ∈ A, pairState c T ^ 2 = ∑ S with doubled S ∈ A, c S ^ 2 := by
  have hinj : Function.Injective (doubled : Finset ι → Finset (ι × Bool)) := by
    intro S T h
    ext k
    have hk : (k, true) ∈ doubled S ↔ (k, true) ∈ doubled T := by rw [h]
    simpa [doubled] using hk
  have hd : ∀ (f : Finset ι → ℝ) S, pairState f (doubled S) = f S := by
    intro f S
    simp [pairState, hinj.eq_iff]
  -- at most one `S` satisfies `doubled S = T`, so squaring acts on a single amplitude
  have hsq : ∀ T, pairState c T ^ 2 = pairState (fun S => c S ^ 2) T := by
    intro T
    by_cases h : ∃ S, doubled S = T
    · obtain ⟨S, rfl⟩ := h
      rw [hd, hd]
    · have h' : ∀ S, doubled S ≠ T := fun S hS => h ⟨S, hS⟩
      simp [pairState, h']
  simp only [hsq]
  simp only [pairState]
  rw [Finset.sum_comm, Finset.sum_filter]
  refine Finset.sum_congr rfl fun S _ => ?_
  rw [Finset.sum_ite_eq]

/-- A diagonal element of the one-body density matrix is the total squared amplitude of the
configurations that contain the spin orbital. -/
theorem oneRDM_self (Ψ : Finset (ι × Bool) → ℝ) (p : ι × Bool) :
    oneRDM Ψ p p = ∑ T with p ∈ T, Ψ T ^ 2 := by
  have h : ∀ S, annihilate p Ψ S * annihilate p Ψ S
      = if p ∉ S then Ψ (insert p S) ^ 2 else 0 := by
    intro S
    by_cases hp : p ∈ S
    · simp [annihilate, hp]
    · have hs : fermiSign p S * fermiSign p S = 1 := by
        unfold fermiSign
        rw [← mul_pow]
        simp
      unfold annihilate
      rw [if_neg hp, if_pos hp]
      linear_combination (Ψ (insert p S)) ^ 2 * hs
  unfold oneRDM
  simp only [h]
  rw [← Finset.sum_filter]
  -- adding and removing `p` match the two families of configurations
  refine Finset.sum_nbij' (fun S => insert p S) (fun T => T.erase p) ?_ ?_ ?_ ?_ ?_
  · intro S _; simp
  · intro T _; simp
  · intro S hS; exact Finset.erase_insert (Finset.mem_filter.1 hS).2
  · intro T hT; exact Finset.insert_erase (Finset.mem_filter.1 hT).2
  · intro S _; rfl

/-- The one-body density matrix of a pair state is diagonal, with the same diagonal element for both
spins of an orbital. -/
theorem oneRDM_pairState (c : Finset ι → ℝ) (p q : ι × Bool) :
    oneRDM (pairState c) p q = if p = q then ∑ S with p.1 ∈ S, c S ^ 2 else 0 := by
  have hmem : ∀ (r : ι × Bool) (S : Finset ι), r ∈ doubled S ↔ r.1 ∈ S := by
    intro r S
    simp [doubled]
  by_cases hpq : p = q
  · subst hpq
    rw [if_pos rfl, oneRDM_self, sum_pairState_sq]
    simp [hmem]
  rw [if_neg hpq]
  refine Finset.sum_eq_zero fun S _ => ?_
  by_cases hp : p ∈ S
  · simp [annihilate, hp]
  by_cases h1 : ∃ A, doubled A = insert p S
  · by_cases h2 : ∃ B, doubled B = insert q S
    · -- the spin partner of `p` lies in `S`, which forces `p` itself into `insert q S`
      exfalso
      obtain ⟨A, hA⟩ := h1
      obtain ⟨B, hB⟩ := h2
      have hpA : p.1 ∈ A := (hmem p A).1 (hA ▸ Finset.mem_insert_self p S)
      have hbar : (p.1, !p.2) ∈ insert p S := hA ▸ (hmem (p.1, !p.2) A).2 hpA
      have hne : (p.1, !p.2) ≠ p := by
        intro h
        have h' := congrArg Prod.snd h
        simp at h'
      have hS : (p.1, !p.2) ∈ S := (Finset.mem_insert.1 hbar).resolve_left hne
      have hpB : p.1 ∈ B :=
        (hmem (p.1, !p.2) B).1 (hB ▸ Finset.mem_insert_of_mem hS)
      have hfin : p ∈ insert q S := hB ▸ (hmem p B).2 hpB
      exact (Finset.mem_insert.1 hfin).elim hpq hp
    · have h' : ∀ B, doubled B ≠ insert q S := fun B hB => h2 ⟨B, hB⟩
      have h0 : pairState c (insert q S) = 0 := by simp [pairState, h']
      simp [annihilate, h0]
  · have h' : ∀ A, doubled A ≠ insert p S := fun A hA => h1 ⟨A, hA⟩
    have h0 : pairState c (insert p S) = 0 := by simp [pairState, h']
    simp [annihilate, h0]

/-- A normalised pair state of `M` pairs with real amplitudes, whose one-body density matrix is
diagonal with element `n k` for both spins of each orbital `k`, exists if and only if the numbers `n
k` lie in [0,1] and sum to `M`. -/
theorem pair_state_representability (M : ℕ) (n : ι → ℝ) :
    (∃ c : Finset ι → ℝ, (∀ S, S.card ≠ M → c S = 0) ∧ ∑ T, pairState c T ^ 2 = 1 ∧
      ∀ p q, oneRDM (pairState c) p q = if p = q then n p.1 else 0) ↔
    (∀ k, 0 ≤ n k ∧ n k ≤ 1) ∧ ∑ k, n k = M := by
  have hnorm : ∀ c : Finset ι → ℝ, ∑ T, pairState c T ^ 2 = ∑ S, c S ^ 2 := by
    intro c
    rw [sum_pairState_sq]
    simp
  constructor
  · rintro ⟨c, hc, h1, h⟩
    rw [hnorm] at h1
    have hk : ∀ k, ∑ S with k ∈ S, c S ^ 2 = n k := by
      intro k
      have h2 := h (k, true) (k, true)
      rwa [oneRDM_pairState, if_pos rfl, if_pos rfl] at h2
    refine ⟨fun k => ⟨?_, ?_⟩, ?_⟩
    · rw [← hk k]
      exact Finset.sum_nonneg fun S _ => sq_nonneg _
    · rw [← hk k, ← h1]
      exact Finset.sum_le_sum_of_subset_of_nonneg (Finset.filter_subset _ _)
        fun S _ _ => sq_nonneg _
    · -- each configuration contributes its number of pairs
      simp only [← hk, Finset.sum_filter]
      rw [Finset.sum_comm]
      have hS : ∀ S : Finset ι, (∑ k, if k ∈ S then c S ^ 2 else 0) = M * c S ^ 2 := by
        intro S
        by_cases hM : S.card = M
        · simp [← hM]
        · simp [hc S hM]
      simp only [hS]
      rw [← Finset.mul_sum, h1, mul_one]
  · rintro ⟨hn, hM⟩
    obtain ⟨c, hc, h1, hk⟩ := exists_pair_amplitudes M n hn hM
    refine ⟨c, hc, (hnorm c).trans h1, fun p q => ?_⟩
    rw [oneRDM_pairState, hk]

end

end PairStateRepresentability
```

```lean
#print axioms PairStateRepresentability.sum_pairState_sq
#print axioms PairStateRepresentability.pair_state_representability
```

```
'PairStateRepresentability.sum_pairState_sq' depends on axioms: [propext, Classical.choice, Quot.sound]
'PairStateRepresentability.pair_state_representability' depends on axioms: [propext, Classical.choice, Quot.sound]
```

### How the proof follows the derivation

`exists_transfer` chooses $a$ by comparing $1-n_i$ with $n_j$, and shows that the new fractional set is a strict subset of the old one. `exists_pairEnsemble` runs the strong induction. It calls `exists_transfer` in both directions and combines the results with `IsPairEnsemble.mix`; `linear_combination` checks that the mixture is $n$. `sum_integer_occupations` handles the other two cases, with `omega` closing the impossible one. `exists_pair_amplitudes` takes the square roots.

On the Fock-space side, `sum_pairState_sq` uses the injectivity of `doubled` to turn sums over spin-orbital configurations into sums of $c_S^2$. `oneRDM_self` matches configurations without `p` to those with it by inserting and erasing `p`. `oneRDM_pairState` adds the spin-partner argument for $p\ne q$.

The final theorem joins these results. For necessity it exchanges the sums over $k$ and $S$, so that each configuration contributes $M c_S^2$.
